# The overlap matrix of two normalised s-type Gaussians on one centre becomes singular as their exponents merge

Let a, b > 0 be the exponents of two s-type Gaussians on a common centre, normalised with weight r² on r > 0. Their overlap is

S = (2√(ab)/(a+b))^(3/2),

and 0 < S < 1 when a ≠ b. Their Gram matrix, the 2×2 matrix of all overlaps, has the eigenvalues 1 − S and 1 + S. For a ≠ b its condition number, the largest eigenvalue divided by the smallest, is

κ = (1+S)/(1−S).

As b → a with a fixed, κ → ∞ and (b−a)²κ → 32a²/3.

The same matrix appears in the normal equations when a radial pseudo-orbital is fitted by least squares, with weight r², to two such Gaussians. Here κ measures how close the two normalised basis functions are to linear dependence.

## The overlap from one Gaussian integral

For p > 0, the substitution u = pr² gives

∫₀^∞ r² exp(−pr²) dr = (1/2) p^(−3/2) ∫₀^∞ u^(1/2) exp(−u) du = (1/2) p^(−3/2) Γ(3/2) = (√π/4) p^(−3/2),

because Γ(3/2) = √π/2. Write the radial functions as

χ_a(r) = N_a exp(−ar²), N_a = √(4/√π) (2a)^(3/4).

The product of two Gaussians is a Gaussian of exponent a + b, so

S = N_a N_b (√π/4) (a+b)^(−3/2) = (4ab)^(3/4)/(a+b)^(3/2) = (2√(ab)/(a+b))^(3/2).

Setting b = a gives 1, which confirms the normalisation.

The fourth power removes the fractional exponent. With y = 4ab/(a+b)²,

S⁴ = y³, 1 − y = (a−b)²/(a+b)².

If a ≠ b, then 0 < y < 1, so S⁴ < 1. Since S > 0, it follows that 0 < S < 1.

## Eigenvalues and the rate of divergence

An eigenvector (v₀, v₁) with eigenvalue μ satisfies

v₀ + S v₁ = μ v₀, S v₀ + v₁ = μ v₁.

Adding and subtracting these equations gives

(1 + S − μ)(v₀ + v₁) = 0, (1 − S − μ)(v₀ − v₁) = 0.

For a non-zero vector, v₀ + v₁ and v₀ − v₁ cannot both vanish, so μ is 1 + S or 1 − S. Both values occur, with unit eigenvectors (1, 1)/√2 and (1, −1)/√2 respectively. For a ≠ b the smaller eigenvalue is positive, and the formula for κ follows.

To find the rate, factor both sides of 1 − S⁴ = 1 − y³:

(1−S)(1+S)(1+S²) = (1−y)(1+y+y²).

Solve for 1 − S, insert the result in κ, and use (b−a)² = (1−y)(a+b)². The factor 1 − y cancels:

(b−a)²κ = (1+S)²(1+S²)(a+b)²/(1+y+y²).

The right-hand side is continuous at b = a, where S = y = 1. Its value there is 4 · 2 · 4a²/3 = 32a²/3. Dividing by (b−a)², which tends to zero through positive values, shows that κ → ∞.

## Exponents 1 and 4, and the case of equal exponents

For a = 1 and b = 4, 2√(ab)/(a+b) = 4/5, so S = 0.8^(3/2) ≈ 0.7155. The eigenvalues are about 0.2845 and 1.7155, and κ ≈ 6.03. For a = 1 and b = 1.1, κ ≈ 1175, while the limiting rate alone gives (32/3)/0.01 ≈ 1067.

The condition a ≠ b is needed for a positive smallest eigenvalue. At a = b = 1 every entry of the Gram matrix is 1 and the eigenvalues are 0 and 2. The two functions are identical, and no finite condition number exists. Lean's convention for division by zero would return 0 for the quotient here, so the theorems about κ exclude this case.

## Functions, integrals and eigenvalues in Lean

The definitions use real exponents and real radial functions.

```lean
import Mathlib

open Real Set Filter MeasureTheory Topology
open scoped Matrix

namespace GaussianPairConditioning

noncomputable section
```

`normConst a` is N_a. Its value is written out explicitly, and that it normalises the function is proved later.

```lean
/-- Normalisation constant of the s-type radial Gaussian of exponent `a`. -/
def normConst (a : ℝ) : ℝ := √(4 / √π) * (2 * a) ^ (3 / 4 : ℝ)
```

`gaussian a r` is χ_a(r). The angular factor is left out, so the integral is purely radial.

```lean
/-- The s-type radial Gaussian of exponent `a`, with its normalisation constant. -/
def gaussian (a r : ℝ) : ℝ := normConst a * Real.exp (-a * r ^ 2)
```

The overlap is an integral over the open half-line `Ioi 0`, with the volume weight r² written into the integrand.

```lean
/-- Radial overlap integral of two Gaussians, with weight `r ^ 2` on `r > 0`. -/
def overlap (a b : ℝ) : ℝ := ∫ r in Ioi (0 : ℝ), r ^ 2 * (gaussian a r * gaussian b r)
```

All four entries of the Gram matrix are such integrals, including the diagonal ones.

```lean
/-- Gram (overlap) matrix of the two Gaussians of exponents `a` and `b`. -/
def gramMatrix (a b : ℝ) : Matrix (Fin 2) (Fin 2) ℝ :=
  !![overlap a a, overlap a b; overlap b a, overlap b b]
```

An eigenvalue is a real μ for which some non-zero vector `v` satisfies `M *ᵥ v = μ • v`. The set records values without multiplicities.

```lean
/-- The set of real eigenvalues of a two-by-two matrix. -/
def eigenvalueSet (M : Matrix (Fin 2) (Fin 2) ℝ) : Set ℝ :=
  {μ | ∃ v : Fin 2 → ℝ, v ≠ 0 ∧ M *ᵥ v = μ • v}
```

The condition number is the supremum of this set divided by its infimum. For a positive definite symmetric matrix, this is the usual spectral condition number.

```lean
/-- Largest eigenvalue divided by smallest eigenvalue. -/
def conditionNumber (M : Matrix (Fin 2) (Fin 2) ℝ) : ℝ :=
  sSup (eigenvalueSet M) / sInf (eigenvalueSet M)
```

These definitions describe two s functions on one centre in exact arithmetic. Displaced centres, higher angular momenta, larger basis sets and rounding errors are not modelled.

## The integral and the bounds on S

`radial_moment` specialises Mathlib's Gamma-type integral to the second moment. The recurrence Γ(s+1) = sΓ(s) at s = 1/2 supplies Γ(3/2).

```lean
/-- The second radial moment of a Gaussian of exponent `p` is `√π / 4 * p ^ (-3/2)`. -/
theorem radial_moment {p : ℝ} (hp : 0 < p) :
    ∫ r in Ioi (0 : ℝ), r ^ 2 * Real.exp (-p * r ^ 2) = √π / 4 * p ^ (-(3 / 2) : ℝ) := by
  have h := integral_rpow_mul_exp_neg_mul_rpow (p := 2) (q := 2) (b := p)
    two_pos (by norm_num) hp
  have hG : Real.Gamma (3 / 2) = √π / 2 := by
    have h2 := Real.Gamma_add_one (s := 1 / 2) (by norm_num)
    rw [Real.Gamma_one_half_eq] at h2
    rw [show (3 / 2 : ℝ) = 1 / 2 + 1 by norm_num, h2]
    ring
  simp only [Real.rpow_two] at h
  rw [h, show (-(2 + 1) / 2 : ℝ) = -(3 / 2) by norm_num,
    show ((2 + 1) / 2 : ℝ) = 3 / 2 by norm_num, hG]
  ring
```

In `overlap_eq`, the step `h1` merges the two exponentials and takes the constants out of the integral. The facts `hc` and `hpi` cancel the factors of π, and `hn` combines the two powers 3/4 into one power 3/2. The final `linear_combination` assembles them.

```lean
/-- The overlap of two normalised Gaussians is `(2 √(ab) / (a + b)) ^ (3/2)`. -/
theorem overlap_eq {a b : ℝ} (ha : 0 < a) (hb : 0 < b) :
    overlap a b = (2 * √(a * b) / (a + b)) ^ (3 / 2 : ℝ) := by
  -- the product of two Gaussians is a Gaussian of exponent a + b
  have h1 : overlap a b = normConst a * normConst b *
      ∫ r in Ioi (0 : ℝ), r ^ 2 * Real.exp (-(a + b) * r ^ 2) := by
    unfold overlap
    rw [← integral_const_mul]
    refine integral_congr_ae (Eventually.of_forall fun r => ?_)
    simp only [gaussian]
    rw [show -(a + b) * r ^ 2 = -a * r ^ 2 + -b * r ^ 2 by ring, Real.exp_add]
    ring
  have hc : √(4 / √π) * √(4 / √π) = 4 / √π := Real.mul_self_sqrt (by positivity)
  have hpi : 4 / √π * (√π / 4) = 1 := by
    have : 0 < √π := Real.sqrt_pos.mpr Real.pi_pos
    field_simp
  have hn : (2 * a) ^ (3 / 4 : ℝ) * (2 * b) ^ (3 / 4 : ℝ)
      = (2 * √(a * b)) ^ (3 / 2 : ℝ) := by
    have hq : 2 * a * (2 * b) = (2 * √(a * b)) ^ (2 : ℝ) := by
      rw [Real.rpow_two, mul_pow, Real.sq_sqrt (by positivity)]
      ring
    rw [← Real.mul_rpow (by positivity) (by positivity), hq, ← Real.rpow_mul (by positivity)]
    congr 1
    norm_num
  rw [h1, radial_moment (add_pos ha hb), Real.div_rpow (by positivity) (by positivity), ← hn,
    Real.rpow_neg (add_pos ha hb).le]
  unfold normConst
  linear_combination (2 * a) ^ (3 / 4 : ℝ) * (2 * b) ^ (3 / 4 : ℝ) * (√π / 4) *
    ((a + b) ^ (3 / 2 : ℝ))⁻¹ * hc +
    (2 * a) ^ (3 / 4 : ℝ) * (2 * b) ^ (3 / 4 : ℝ) * ((a + b) ^ (3 / 2 : ℝ))⁻¹ * hpi
```

Unit norm is the special case b = a.

```lean
/-- Each Gaussian has unit norm. -/
theorem gaussian_normalized {a : ℝ} (ha : 0 < a) : overlap a a = 1 := by
  have h : 2 * a / (a + a) = 1 := by
    rw [← two_mul]
    exact div_self (by positivity)
  rw [overlap_eq ha ha, Real.sqrt_mul_self ha.le, h, Real.one_rpow]
```

The next theorem is the relation S⁴ = y³. Non-negativity of the base justifies the manipulation of real powers.

```lean
/-- The fourth power of the overlap is a rational function of the exponents. -/
theorem overlap_pow_four {a b : ℝ} (ha : 0 < a) (hb : 0 < b) :
    overlap a b ^ 4 = (4 * a * b / (a + b) ^ 2) ^ 3 := by
  have h (t : ℝ) (ht : 0 ≤ t) : (t ^ (3 / 2 : ℝ)) ^ 4 = t ^ 6 := by
    rw [← Real.rpow_mul_natCast ht,
      show (3 / 2 : ℝ) * ((4 : ℕ) : ℝ) = ((6 : ℕ) : ℝ) by norm_num, Real.rpow_natCast]
  have ht : (2 * √(a * b) / (a + b)) ^ 2 = 4 * a * b / (a + b) ^ 2 := by
    rw [div_pow, mul_pow, Real.sq_sqrt (by positivity)]
    ring
  rw [overlap_eq ha hb, h _ (by positivity), ← ht, ← pow_mul]
```

The strict bound follows the hand argument: `hy` states y < 1, `h3` states y³ < 1, and assuming S ≥ 1 would force S⁴ ≥ 1, a contradiction.

```lean
/-- Gaussians with different exponents have an overlap strictly between 0 and 1. -/
theorem overlap_pos_lt_one {a b : ℝ} (ha : 0 < a) (hb : 0 < b) (hab : a ≠ b) :
    0 < overlap a b ∧ overlap a b < 1 := by
  refine ⟨by rw [overlap_eq ha hb]; positivity, ?_⟩
  have hd : 0 < (a - b) ^ 2 := by
    have := sub_ne_zero.mpr hab
    positivity
  have hy : 4 * a * b / (a + b) ^ 2 < 1 := by
    rw [div_lt_one (by positivity)]
    nlinarith
  have h3 : (4 * a * b / (a + b) ^ 2) ^ 3 < 1 :=
    pow_lt_one₀ (by positivity) hy (by norm_num)
  by_contra hS
  have h4 : 1 ≤ overlap a b ^ 4 := one_le_pow₀ (not_lt.mp hS)
  rw [overlap_pow_four ha hb] at h4
  linarith
```

## The complete spectrum and the condition number

`gram_eigenvalues` is an equality of sets, so it says both that 1 ± S are eigenvalues and that there are no others. It needs only positive exponents and therefore includes a = b. After symmetry and normalisation have been inserted, the overlap is replaced by a general real number `s`. If μ were neither value, the sum and difference equations would give `hp`, v₀ + v₁ = 0, and `hm`, v₀ − v₁ = 0, so the vector would be zero. For the converse, the code uses the unnormalised vectors `![1, -1]` and `![1, 1]`; division by √2 gives the unit vectors above.

```lean
/-- The eigenvalues of the Gram matrix are exactly `1 - S` and `1 + S`, with `S` the overlap. -/
theorem gram_eigenvalues {a b : ℝ} (ha : 0 < a) (hb : 0 < b) :
    eigenvalueSet (gramMatrix a b) = {1 - overlap a b, 1 + overlap a b} := by
  have hsymm : overlap b a = overlap a b := by
    rw [overlap_eq hb ha, overlap_eq ha hb, mul_comm b a, add_comm b a]
  rw [gramMatrix, hsymm, gaussian_normalized ha, gaussian_normalized hb]
  generalize overlap a b = s
  ext μ
  constructor
  · rintro ⟨v, hv, h⟩
    have h0 : v 0 + s * v 1 = μ * v 0 := by
      simpa [Matrix.mulVec, dotProduct, Fin.sum_univ_two] using congrFun h 0
    have h1 : s * v 0 + v 1 = μ * v 1 := by
      simpa [Matrix.mulVec, dotProduct, Fin.sum_univ_two] using congrFun h 1
    by_contra hμ
    simp only [mem_insert_iff, mem_singleton_iff, not_or] at hμ
    -- the in-phase and out-of-phase combinations decouple
    have hp : v 0 + v 1 = 0 :=
      (mul_eq_zero.mp (show (1 + s - μ) * (v 0 + v 1) = 0 by
        linear_combination h0 + h1)).resolve_left (fun h => hμ.2 (by linarith))
    have hm : v 0 - v 1 = 0 :=
      (mul_eq_zero.mp (show (1 - s - μ) * (v 0 - v 1) = 0 by
        linear_combination h0 - h1)).resolve_left (fun h => hμ.1 (by linarith))
    apply hv
    ext i
    fin_cases i
    · show v 0 = 0
      linarith
    · show v 1 = 0
      linarith
  · rintro (rfl | rfl)
    · refine ⟨![1, -1], fun h => by simpa using congrFun h 0, ?_⟩
      ext i
      fin_cases i <;> simp [Matrix.mulVec, dotProduct, Fin.sum_univ_two] <;> ring
    · refine ⟨![1, 1], fun h => by simpa using congrFun h 0, ?_⟩
      ext i
      fin_cases i <;> simp [Matrix.mulVec, dotProduct, Fin.sum_univ_two]
      ring
```

For distinct positive exponents, the next theorem states that 1 − S is positive and gives the formula for κ. By `gram_eigenvalues`, 1 − S is then the smaller eigenvalue. The supremum and infimum of the two-element set are its larger and smaller members.

```lean
/-- For different positive exponents with overlap `S`, the number `1 - S` is positive and the
condition number of the Gram matrix is `(1 + S) / (1 - S)`. -/
theorem conditionNumber_gram {a b : ℝ} (ha : 0 < a) (hb : 0 < b) (hab : a ≠ b) :
    0 < 1 - overlap a b ∧
    conditionNumber (gramMatrix a b) = (1 + overlap a b) / (1 - overlap a b) := by
  obtain ⟨h0, h1⟩ := overlap_pos_lt_one ha hb hab
  have hle : 1 - overlap a b ≤ 1 + overlap a b := by linarith
  refine ⟨by linarith, ?_⟩
  rw [conditionNumber, gram_eigenvalues ha hb, csSup_pair, csInf_pair,
    sup_eq_right.mpr hle, inf_eq_left.mpr hle]
```

## The limit at equal exponents

The exact formula for (b−a)²κ comes next. Here `key` is (b−a)² = (1−y)(a+b)², and `h4` is S⁴ = y³. After the denominators have been cleared, `linear_combination` carries out the comparison of the two factorisations.

```lean
/-- Exact expression for the condition number times the squared difference of exponents. -/
theorem sq_sub_mul_conditionNumber {a b : ℝ} (ha : 0 < a) (hb : 0 < b) (hab : a ≠ b) :
    (b - a) ^ 2 * conditionNumber (gramMatrix a b) =
      (1 + overlap a b) ^ 2 * (1 + overlap a b ^ 2) * (a + b) ^ 2 /
        (1 + 4 * a * b / (a + b) ^ 2 + (4 * a * b / (a + b) ^ 2) ^ 2) := by
  obtain ⟨hs, hk⟩ := conditionNumber_gram ha hb hab
  have h4 := overlap_pow_four ha hb
  have key : (b - a) ^ 2 = (1 - 4 * a * b / (a + b) ^ 2) * (a + b) ^ 2 := by
    have : (a + b) ^ 2 ≠ 0 := by positivity
    rw [sub_mul, div_mul_cancel₀ _ this]
    ring
  have hy0 : 0 < 4 * a * b / (a + b) ^ 2 := by positivity
  rw [hk]
  generalize 4 * a * b / (a + b) ^ 2 = y at h4 key hy0 ⊢
  have hden : 1 + y + y ^ 2 ≠ 0 := by positivity
  rw [← mul_div_assoc, div_eq_div_iff hs.ne' hden]
  -- compare the factorisations of 1 - S ^ 4 and 1 - y ^ 3
  linear_combination (1 + overlap a b) * (1 + y + y ^ 2) * key +
    (1 + overlap a b) * (a + b) ^ 2 * h4
```

In `conditionNumber_rate`, the filter `𝓝[≠] a` means that b approaches a from either side without equalling it. The facts `hS`, `hq` and `hy` give the limits of S, (a+b)² and y, and `H` combines them into the limit of the right-hand side. The exact formula then transfers this limit to (b−a)²κ; near a, the exponent b is automatically positive.

```lean
/-- As `b` tends to `a`, the condition number times `(b - a) ^ 2` tends to `32 a ^ 2 / 3`. -/
theorem conditionNumber_rate {a : ℝ} (ha : 0 < a) :
    Tendsto (fun b => (b - a) ^ 2 * conditionNumber (gramMatrix a b)) (𝓝[≠] a)
      (𝓝 (32 * a ^ 2 / 3)) := by
  have hS : Tendsto (fun b => overlap a b) (𝓝 a) (𝓝 1) := by
    have hc : ContinuousAt (fun b => (2 * √(a * b) / (a + b)) ^ (3 / 2 : ℝ)) a :=
      ContinuousAt.rpow_const
        (ContinuousAt.div (by fun_prop) (by fun_prop) (add_pos ha ha).ne')
        (Or.inr (by norm_num))
    have h1 := (overlap_eq ha ha).symm.trans (gaussian_normalized ha)
    have h := hc.tendsto
    simp only [h1] at h
    refine h.congr' ?_
    filter_upwards [Ioi_mem_nhds ha] with b hb
    exact (overlap_eq ha hb).symm
  have hq : Tendsto (fun b => (a + b) ^ 2) (𝓝 a) (𝓝 ((a + a) ^ 2)) := by
    have hc : Continuous (fun b : ℝ => (a + b) ^ 2) := by fun_prop
    exact hc.tendsto a
  have hy : Tendsto (fun b => 4 * a * b / (a + b) ^ 2) (𝓝 a) (𝓝 1) := by
    have hc : Continuous (fun b : ℝ => 4 * a * b) := by fun_prop
    have hne : (a + a) ^ 2 ≠ 0 := by positivity
    have h := (hc.tendsto a).div hq hne
    have e : 4 * a * a / (a + a) ^ 2 = 1 := by
      rw [div_eq_one_iff_eq hne]
      ring
    rw [e] at h
    exact h
  have H := ((((hS.const_add 1).pow 2).mul ((hS.pow 2).const_add 1)).mul hq).div
    ((hy.const_add 1).add (hy.pow 2)) (by norm_num)
  rw [show 32 * a ^ 2 / 3 = (1 + 1) ^ 2 * (1 + 1 ^ 2) * (a + a) ^ 2 / (1 + 1 + 1 ^ 2) by ring]
  refine (H.mono_left nhdsWithin_le_nhds).congr' ?_
  filter_upwards [self_mem_nhdsWithin, nhdsWithin_le_nhds (Ioi_mem_nhds ha)] with b hb hb0
  exact (sq_sub_mul_conditionNumber ha hb0 (fun h => hb h.symm)).symm
```

The last theorem states the divergence itself, with `atTop` denoting the limit +∞. The fact `hz` says that (b−a)² tends to zero from above, so its inverse tends to +∞. Multiplying this inverse by a quantity with the positive limit 32a²/3 gives κ → ∞.

```lean
/-- The condition number of the Gram matrix tends to infinity as the exponent `b` tends
to `a`. -/
theorem conditionNumber_tendsto_atTop {a : ℝ} (ha : 0 < a) :
    Tendsto (fun b => conditionNumber (gramMatrix a b)) (𝓝[≠] a) atTop := by
  have hz : Tendsto (fun b : ℝ => (b - a) ^ 2) (𝓝[≠] a) (𝓝[>] 0) := by
    refine tendsto_nhdsWithin_iff.mpr ⟨?_, ?_⟩
    · have hc : Continuous (fun b : ℝ => (b - a) ^ 2) := by fun_prop
      have h := hc.tendsto a
      simp only [sub_self, ne_eq, OfNat.ofNat_ne_zero, not_false_eq_true, zero_pow] at h
      exact h.mono_left nhdsWithin_le_nhds
    · filter_upwards [self_mem_nhdsWithin] with b hb
      have hne : b - a ≠ 0 := sub_ne_zero.mpr hb
      exact mem_Ioi.mpr (by positivity)
  have hC : 0 < 32 * a ^ 2 / 3 := by positivity
  refine ((conditionNumber_rate ha).pos_mul_atTop hC (tendsto_inv_nhdsGT_zero.comp hz)).congr' ?_
  filter_upwards [self_mem_nhdsWithin] with b hb
  have hne : (b - a) ^ 2 ≠ 0 := pow_ne_zero 2 (sub_ne_zero.mpr hb)
  simp only [Function.comp_apply]
  rw [mul_comm ((b - a) ^ 2), mul_assoc, mul_inv_cancel₀ hne, mul_one]

end

end GaussianPairConditioning
```

```lean
#print axioms GaussianPairConditioning.overlap_pos_lt_one
#print axioms GaussianPairConditioning.conditionNumber_tendsto_atTop
```

```
'GaussianPairConditioning.overlap_pos_lt_one' depends on axioms: [propext, Classical.choice, Quot.sound]
'GaussianPairConditioning.conditionNumber_tendsto_atTop' depends on axioms: [propext, Classical.choice, Quot.sound]
```
